# A real matrix has at most one lower triangular Cholesky factor with positive diagonal

A Cholesky factor of a real matrix S is a lower triangular L with S = L Lᵀ; in electronic-structure theory S may be, for instance, the overlap matrix of a finite, linearly independent set of real basis functions. The theorem says that if L and N are real n × n lower triangular matrices with positive diagonal entries, and L Lᵀ = N Nᵀ, then L = N. It asserts uniqueness only, not that a factor exists. The proof goes by strong induction on the columns: once the earlier columns agree, comparing entries of the two products leaves L i j · L j j = N i j · N j j. The case i = j and positivity give equal diagonal entries, which can then be cancelled to give the rest of the column.

In Lean, a first try:

```lean
import Mathlib

open Matrix

namespace CholeskyUnique

variable {n : ℕ} {A B C D L M N Q R : Matrix (Fin n) (Fin n) ℝ}

/-- A real square matrix is lower triangular with positive diagonal entries. -/
def PosLower (L : Matrix (Fin n) (Fin n) ℝ) : Prop :=
  (∀ i j, i < j → L i j = 0) ∧ ∀ i, 0 < L i i

/-- The Cholesky factor is unique: two lower triangular matrices with positive diagonals and
`L Lᵀ = N Nᵀ` are equal. -/
theorem cholesky_unique (hL : PosLower L) (hN : PosLower N) (h : L * Lᵀ = N * Nᵀ) :
    L = N := by
  have col : ∀ j : Fin n, ∀ i, L i j = N i j := by
    intro j
    refine WellFounded.induction
      (wellFounded_lt : WellFounded ((· < ·) : Fin n → Fin n → Prop)) j ?_
    intro j ih
    -- once the earlier columns agree, only the term of column `j` is left
    have key : ∀ i, L i j * L j j = N i j * N j j := by
      intro i
      have e := congrFun (congrFun h i) j
      simp only [Matrix.mul_apply, Matrix.transpose_apply] at e
      have z : ∑ k, (L i k * L j k - N i k * N j k) = L i j * L j j - N i j * N j j := by
        apply Finset.sum_eq_single j
        · intro k _ hk
          rcases lt_or_gt_of_ne hk with hk | hk
          · rw [ih k hk i, ih k hk j, sub_self]
          · rw [hL.1 j k hk, hN.1 j k hk]
            ring
        · intro hj
          exact absurd (Finset.mem_univ j) hj
      rw [Finset.sum_sub_distrib] at z
      linarith
    -- positivity selects the positive square root on the diagonal
    have hd : L j j = N j j := by
      have hl := hL.2 j
      have hn := hN.2 j
      have hp : (L j j - N j j) * (L j j + N j j) = 0 := by linear_combination key j
      rcases mul_eq_zero.mp hp with h0 | h0 <;> linarith
    intro i
    have hi := key i
    rw [← hd] at hi
    exact mul_right_cancel₀ (hL.2 j).ne' hi
  ext i j
  exact col j i

end CholeskyUnique
```

Compiling this gives:

```
Main.lean:19:4: error: Type mismatch
  WellFounded.induction wellFounded_lt j ?m.38
has type
  ?m.37 j
but is expected to have type
  ∀ (i : Fin n), L i j = N i j
```

Diagnosis. The error is in how the induction is set up, not in the matrix argument. `WellFounded.induction` proves a predicate, the motive, at a given point. Here the motive was left for Lean to infer, and it appears in the message as the unknown `?m.37`. To use the lemma, Lean had to match `?m.37 j` with the goal `∀ i, L i j = N i j`. The predicate sending `j` to that statement would do, but unification did not find it, so `refine` reported a type mismatch.

The repair uses the `induction` tactic with `WellFoundedLT.induction`. The tactic builds the motive itself, by abstracting `j` from the goal, so nothing is left to guess. The branch `| _ j ih` then names the current column and the hypothesis that all earlier columns agree, as `intro j ih` was meant to do. The explicit `wellFounded_lt` argument goes because the new principle gets well-foundedness from an instance. The remaining changes only indent the old proof under the new branch; its steps are the same.

Fix (accepted with no message):

```diff
@@ -17,33 +17,32 @@
   have col : ∀ j : Fin n, ∀ i, L i j = N i j := by
     intro j
-    refine WellFounded.induction
-      (wellFounded_lt : WellFounded ((· < ·) : Fin n → Fin n → Prop)) j ?_
-    intro j ih
-    -- once the earlier columns agree, only the term of column `j` is left
-    have key : ∀ i, L i j * L j j = N i j * N j j := by
+    induction j using WellFoundedLT.induction with
+    | _ j ih =>
+      -- once the earlier columns agree, only the term of column `j` is left
+      have key : ∀ i, L i j * L j j = N i j * N j j := by
+        intro i
+        have e := congrFun (congrFun h i) j
+        simp only [Matrix.mul_apply, Matrix.transpose_apply] at e
+        have z : ∑ k, (L i k * L j k - N i k * N j k) = L i j * L j j - N i j * N j j := by
+          apply Finset.sum_eq_single j
+          · intro k _ hk
+            rcases lt_or_gt_of_ne hk with hk | hk
+            · rw [ih k hk i, ih k hk j, sub_self]
+            · rw [hL.1 j k hk, hN.1 j k hk]
+              ring
+          · intro hj
+            exact absurd (Finset.mem_univ j) hj
+        rw [Finset.sum_sub_distrib] at z
+        linarith
+      -- positivity selects the positive square root on the diagonal
+      have hd : L j j = N j j := by
+        have hl := hL.2 j
+        have hn := hN.2 j
+        have hp : (L j j - N j j) * (L j j + N j j) = 0 := by linear_combination key j
+        rcases mul_eq_zero.mp hp with h0 | h0 <;> linarith
       intro i
-      have e := congrFun (congrFun h i) j
-      simp only [Matrix.mul_apply, Matrix.transpose_apply] at e
-      have z : ∑ k, (L i k * L j k - N i k * N j k) = L i j * L j j - N i j * N j j := by
-        apply Finset.sum_eq_single j
-        · intro k _ hk
-          rcases lt_or_gt_of_ne hk with hk | hk
-          · rw [ih k hk i, ih k hk j, sub_self]
-          · rw [hL.1 j k hk, hN.1 j k hk]
-            ring
-        · intro hj
-          exact absurd (Finset.mem_univ j) hj
-      rw [Finset.sum_sub_distrib] at z
-      linarith
-    -- positivity selects the positive square root on the diagonal
-    have hd : L j j = N j j := by
-      have hl := hL.2 j
-      have hn := hN.2 j
-      have hp : (L j j - N j j) * (L j j + N j j) = 0 := by linear_combination key j
-      rcases mul_eq_zero.mp hp with h0 | h0 <;> linarith
-    intro i
-    have hi := key i
-    rw [← hd] at hi
-    exact mul_right_cancel₀ (hL.2 j).ne' hi
+      have hi := key i
+      rw [← hd] at hi
+      exact mul_right_cancel₀ (hL.2 j).ne' hi
   ext i j
   exact col j i
```
